# The squared norm of a sum of two non-orthogonal eigenmodes with distinct real energies oscillates

With ultrasoft pseudopotentials the orbitals obey a generalised eigenvalue problem $H_0 f = e\,S f$, where $H_0$ is the Hermitian Hamiltonian and $S$ the overlap operator. Multiplying by $S^{-1}$ gives an ordinary eigenvalue problem for $A = S^{-1}H_0$. Its eigenvalues are real when $S$ is positive definite, but $A$ is in general not Hermitian, and its eigenvectors need not be orthogonal. If a state evolves under $i\psi' = A\psi$ (with $\hbar = 1$), what happens to the squared norm $\|\psi\|^2$? It is called the charge below, but the physical charge of an ultrasoft orbital is $\langle\psi,S\psi\rangle$, which includes the augmentation part.

In Lean 4 with Mathlib:

```lean
import Mathlib

open Complex (I)
open scoped InnerProductSpace ComplexConjugate

namespace NonHermitianCharge

noncomputable section

variable {H : Type*} [NormedAddCommGroup H] [InnerProductSpace ℂ H]
```

The state space `H` is any complex inner product space; for a finite basis, read $\mathbb{C}^n$. The product $\langle x,y\rangle$, written `⟪x, y⟫_ℂ`, is conjugate-linear in its first slot.

```lean
/-- The state `ψ` evolves under the bounded operator `A`: `i ψ' = A ψ` at all times, written as
`ψ' = -i A ψ`. -/
def Evolves (A : H →L[ℂ] H) (ψ : ℝ → H) : Prop :=
  ∀ t, HasDerivAt ψ ((-I) • A (ψ t)) t
```

`A : H →L[ℂ] H` is a bounded linear operator, as every complex matrix is. It does not depend on time. `Evolves A ψ` says that at every real time $t$ the curve $\psi$ has derivative $-iA\psi(t)$; `•` multiplies a vector by a scalar.

```lean
/-- The superposition of two modes, each turning with the phase of its own energy. -/
def twoMode (e₁ e₂ : ℝ) (f₁ f₂ : H) (t : ℝ) : H :=
  Complex.exp (-(I * e₁) * t) • f₁ + Complex.exp (-(I * e₂) * t) • f₂
```

This is the candidate solution, $e^{-ie_1t}f_1 + e^{-ie_2t}f_2$. The energies have type `ℝ`, so their reality is built into the types.

## The two-mode state is the solution

```lean
/-- If `f₁` and `f₂` are eigenvectors of `A` with real eigenvalues `e₁` and `e₂`, their
two-mode superposition evolves under `A`. -/
theorem twoMode_evolves {A : H →L[ℂ] H} {e₁ e₂ : ℝ} {f₁ f₂ : H}
    (h₁ : A f₁ = (e₁ : ℂ) • f₁) (h₂ : A f₂ = (e₂ : ℂ) • f₂) :
    Evolves A (twoMode e₁ e₂ f₁ f₂) := by
  intro t
  have hphase : ∀ e : ℝ, HasDerivAt (fun t : ℝ => Complex.exp (-(I * e) * t))
      (Complex.exp (-(I * e) * t) * (-(I * e))) t := by
    intro e
    have ht : HasDerivAt (fun t : ℝ => (t : ℂ)) 1 t := by
      simpa using (hasDerivAt_id t).ofReal_comp
    exact ((ht.const_mul (-(I * (e : ℂ)))).cexp).congr_deriv (by ring)
  refine (((hphase e₁).smul_const f₁).fun_add ((hphase e₂).smul_const f₂)).congr_deriv ?_
  simp only [twoMode, map_add, map_smul, h₁, h₂]
  module
```

The hypotheses `h₁` and `h₂` say $Af_1 = e_1f_1$ and $Af_2 = e_2f_2$. Differentiating the candidate gives

$$-ie_1e^{-ie_1t}f_1 - ie_2e^{-ie_2t}f_2 = -iA\left(e^{-ie_1t}f_1 + e^{-ie_2t}f_2\right).$$

In the proof, `hphase` differentiates one phase factor, `simp only` inserts the eigenvalue equations, and `module` compares the two sides.

```lean
/-- A state that evolves under `A` from the sum of two eigenvectors with real eigenvalues
is their two-mode superposition at all times. -/
theorem eq_twoMode {A : H →L[ℂ] H} {e₁ e₂ : ℝ} {f₁ f₂ : H} {ψ : ℝ → H}
    (h₁ : A f₁ = (e₁ : ℂ) • f₁) (h₂ : A f₂ = (e₂ : ℂ) • f₂)
    (hψ : Evolves A ψ) (h0 : ψ 0 = f₁ + f₂) : ψ = twoMode e₁ e₂ f₁ f₂ := by
  -- the right-hand side of the equation is Lipschitz, so solutions are unique
  refine ODE_solution_unique_univ (v := fun _ x => ((-I) • A) x) (s := fun _ => Set.univ)
    (K := ‖(-I) • A‖₊) (t₀ := 0)
    (fun _ => ((-I) • A).lipschitz.lipschitzOnWith)
    (fun t => ⟨hψ t, Set.mem_univ _⟩)
    (fun t => ⟨twoMode_evolves h₁ h₂ t, Set.mem_univ _⟩) ?_
  simp [h0, twoMode]
```

Any solution $\psi$ with $\psi(0) = f_1+f_2$ is this one. The difference $\delta$ of two solutions obeys $\delta' = -iA\delta$, so $\|\delta(t)\| \le \|\delta(0)\|\,e^{\|A\||t|} = 0$. The proof calls Mathlib's uniqueness theorem for differential equations with a Lipschitz right-hand side, with $\|{-iA}\|$ as the Lipschitz constant.

## The charge beats at the energy difference

```lean
/-- The charge of a state started from the sum of two eigenvectors with real eigenvalues
beats at the difference of the eigenvalues, with amplitude twice the modulus of the overlap. -/
theorem charge_eq {A : H →L[ℂ] H} {e₁ e₂ : ℝ} {f₁ f₂ : H} {ψ : ℝ → H}
    (h₁ : A f₁ = (e₁ : ℂ) • f₁) (h₂ : A f₂ = (e₂ : ℂ) • f₂)
    (hψ : Evolves A ψ) (h0 : ψ 0 = f₁ + f₂) (t : ℝ) :
    ‖ψ t‖ ^ 2 = ‖f₁‖ ^ 2 + ‖f₂‖ ^ 2
      + 2 * ‖⟪f₁, f₂⟫_ℂ‖ * Real.cos ((e₁ - e₂) * t + Complex.arg ⟪f₁, f₂⟫_ℂ) := by
  have hn : ∀ e : ℝ, ‖Complex.exp (-(I * e) * t)‖ = 1 := by
    intro e
    simp [Complex.norm_exp]
  have hc : conj (Complex.exp (-(I * e₁) * t)) = Complex.exp (I * e₁ * t) := by
    rw [← Complex.exp_conj]
    simp
  -- the interference term in polar form
  have key : ⟪Complex.exp (-(I * e₁) * t) • f₁, Complex.exp (-(I * e₂) * t) • f₂⟫_ℂ
      = (‖⟪f₁, f₂⟫_ℂ‖ : ℂ) *
        Complex.exp ((((e₁ - e₂) * t + Complex.arg ⟪f₁, f₂⟫_ℂ : ℝ) : ℂ) * I) := by
    rw [inner_smul_left, inner_smul_right, hc]
    have hz := Complex.norm_mul_exp_arg_mul_I ⟪f₁, f₂⟫_ℂ
    have hsplit : (((e₁ - e₂) * t + Complex.arg ⟪f₁, f₂⟫_ℂ : ℝ) : ℂ) * I
        = I * e₁ * t + (-(I * e₂) * t + (Complex.arg ⟪f₁, f₂⟫_ℂ : ℂ) * I) := by
      push_cast
      ring
    rw [hsplit, Complex.exp_add, Complex.exp_add]
    linear_combination
      (-(Complex.exp (I * e₁ * t) * Complex.exp (-(I * e₂) * t))) * hz
  rw [eq_twoMode h₁ h₂ hψ h0, twoMode, norm_add_sq (𝕜 := ℂ), key, norm_smul, norm_smul,
    hn, hn, RCLike.re_eq_complex_re, Complex.re_ofReal_mul, Complex.exp_ofReal_mul_I_re]
  ring
```

Write $s = \langle f_1,f_2\rangle = |s|e^{i\arg s}$. The phase factors have modulus one, so

$$\|\psi(t)\|^2 = \|f_1\|^2+\|f_2\|^2+2\,\mathrm{Re}\left(e^{ie_1t}e^{-ie_2t}s\right).$$

The first phase is conjugated because it stands in the first slot. The real part is $|s|\cos((e_1-e_2)t+\arg s)$, which gives the stated formula.

In the proof, `hn` is the unit modulus, `hc` the conjugated phase, and `key` the polar form of the interference term. The rewrite with `norm_add_sq` expands the square.

It is easy to go wrong by reading the amplitude off the initial state. At $t=0$ the interference term is $2\,\mathrm{Re}\,s$, while the amplitude is $2|s|$. For $e_1\neq e_2$ the motion starts at its maximum only if $s$ is real and non-negative; for $s = i$ it starts at the midpoint.

```lean
/-- For distinct real eigenvalues, the charge of a state started from `f₁ + f₂` sweeps exactly
the closed interval of half-width `2 |⟨f₁, f₂⟩|` about `‖f₁‖² + ‖f₂‖²`, both ends included. -/
theorem range_charge {A : H →L[ℂ] H} {e₁ e₂ : ℝ} {f₁ f₂ : H} {ψ : ℝ → H}
    (h₁ : A f₁ = (e₁ : ℂ) • f₁) (h₂ : A f₂ = (e₂ : ℂ) • f₂) (he : e₁ ≠ e₂)
    (hψ : Evolves A ψ) (h0 : ψ 0 = f₁ + f₂) :
    Set.range (fun t => ‖ψ t‖ ^ 2) =
      Set.Icc (‖f₁‖ ^ 2 + ‖f₂‖ ^ 2 - 2 * ‖⟪f₁, f₂⟫_ℂ‖)
        (‖f₁‖ ^ 2 + ‖f₂‖ ^ 2 + 2 * ‖⟪f₁, f₂⟫_ℂ‖) := by
  have hq := charge_eq h₁ h₂ hψ h0
  have hs := norm_nonneg ⟪f₁, f₂⟫_ℂ
  ext y
  simp only [Set.mem_range, Set.mem_Icc, hq]
  constructor
  · rintro ⟨t, rfl⟩
    have hl := Real.neg_one_le_cos ((e₁ - e₂) * t + Complex.arg ⟪f₁, f₂⟫_ℂ)
    have hu := Real.cos_le_one ((e₁ - e₂) * t + Complex.arg ⟪f₁, f₂⟫_ℂ)
    constructor <;> nlinarith
  · rintro ⟨hl, hu⟩
    rcases hs.eq_or_lt with hz | hpos
    · refine ⟨0, ?_⟩
      rw [← hz] at hl hu ⊢
      linarith
    · -- choose the time at which the phase has the required cosine
      have hd : e₁ - e₂ ≠ 0 := sub_ne_zero.mpr he
      have hp : 0 < 2 * ‖⟪f₁, f₂⟫_ℂ‖ := by linarith
      obtain ⟨c, hc⟩ : ∃ c, 2 * ‖⟪f₁, f₂⟫_ℂ‖ * c = y - (‖f₁‖ ^ 2 + ‖f₂‖ ^ 2) :=
        ⟨_, mul_div_cancel₀ _ hp.ne'⟩
      refine ⟨(Real.arccos c - Complex.arg ⟪f₁, f₂⟫_ℂ) / (e₁ - e₂), ?_⟩
      rw [mul_div_cancel₀ _ hd, sub_add_cancel,
        Real.cos_arccos (by nlinarith) (by nlinarith), hc]
      ring
```

`Set.range` is the set of all values that the charge takes over real times, and `Set.Icc` is a closed interval. The theorem therefore says that the charge takes exactly the values from $\|f_1\|^2+\|f_2\|^2-2|s|$ to $\|f_1\|^2+\|f_2\|^2+2|s|$, both ends included.

No value lies outside, because the cosine stays between $-1$ and $1$. Conversely, let $y$ lie in the interval. If $s=0$, the interval is a single point and $t=0$ will do. If $s\neq0$, set

$$c = \frac{y-\|f_1\|^2-\|f_2\|^2}{2|s|}\in[-1,1],\qquad t = \frac{\arccos c-\arg s}{e_1-e_2}.$$

At this time the cosine equals $c$ and the charge equals $y$. The two bullets after `constructor` are these two directions. The hypothesis `he : e₁ ≠ e₂` permits the division: with equal energies the charge is constant, and for $s\ne0$ it would not fill the interval.

```lean
/-- For distinct real eigenvalues, the charge of a state started from `f₁ + f₂` is conserved
if and only if the two eigenvectors are orthogonal. -/
theorem charge_conserved_iff {A : H →L[ℂ] H} {e₁ e₂ : ℝ} {f₁ f₂ : H} {ψ : ℝ → H}
    (h₁ : A f₁ = (e₁ : ℂ) • f₁) (h₂ : A f₂ = (e₂ : ℂ) • f₂) (he : e₁ ≠ e₂)
    (hψ : Evolves A ψ) (h0 : ψ 0 = f₁ + f₂) :
    (∀ t, ‖ψ t‖ ^ 2 = ‖ψ 0‖ ^ 2) ↔ ⟪f₁, f₂⟫_ℂ = 0 := by
  constructor
  · intro h
    have hr := range_charge h₁ h₂ he hψ h0
    have hs := norm_nonneg ⟪f₁, f₂⟫_ℂ
    -- the two extremes of the charge must coincide
    obtain ⟨a, ha⟩ := hr.symm.subset (Set.left_mem_Icc.mpr (by linarith))
    obtain ⟨b, hb⟩ := hr.symm.subset (Set.right_mem_Icc.mpr (by linarith))
    have ha' := h a
    have hb' := h b
    simp only at ha hb
    exact norm_eq_zero.mp (by linarith)
  · intro hz t
    rw [charge_eq h₁ h₂ hψ h0 t, charge_eq h₁ h₂ hψ h0 0, hz]
    simp
```

For this initial state and distinct energies, the charge is conserved exactly when $s=0$. If it is constant, the two ends of the interval coincide, so $4|s|=0$; the proof takes times `a` and `b` at which the ends are reached. If $s=0$, the oscillating term vanishes.

## The charge that is conserved

```lean
/-- If the overlap operator `S` and the product `S A` are both symmetric, the generalised
charge `⟨ψ, S ψ⟩` is conserved by the evolution under `A`. -/
theorem overlap_charge_conserved {A S : H →L[ℂ] H} {ψ : ℝ → H}
    (hS : ∀ x y, ⟪S x, y⟫_ℂ = ⟪x, S y⟫_ℂ)
    (hSA : ∀ x y, ⟪S (A x), y⟫_ℂ = ⟪x, S (A y)⟫_ℂ)
    (hψ : Evolves A ψ) (t : ℝ) : ⟪ψ t, S (ψ t)⟫_ℂ = ⟪ψ 0, S (ψ 0)⟫_ℂ := by
  have hd : ∀ t, HasDerivAt (fun t => ⟪ψ t, S (ψ t)⟫_ℂ) 0 t := by
    intro t
    have hSψ : HasDerivAt (fun t => S (ψ t)) (S ((-I) • A (ψ t))) t :=
      (S.restrictScalars ℝ).hasFDerivAt.comp_hasDerivAt t (hψ t)
    refine ((hψ t).inner ℂ hSψ).congr_deriv ?_
    -- the two contributions cancel by symmetry
    rw [map_smul, inner_smul_right, inner_smul_left, ← hS (A (ψ t)) (ψ t), hSA]
    simp
  exact is_const_of_deriv_eq_zero (fun t => (hd t).differentiableAt) (fun t => (hd t).deriv) t 0
```

Here `hS` says that $S$ is symmetric, and `hSA` that $SA$ is. In the ultrasoft setting $SA = H_0$, so these are the Hermiticity of the overlap and of the Hamiltonian. The state may start anywhere. Then

$$\frac{d}{dt}\langle\psi,S\psi\rangle = -i\langle\psi,SA\psi\rangle+i\langle A\psi,S\psi\rangle = 0,$$

since $\langle A\psi,S\psi\rangle = \langle SA\psi,\psi\rangle = \langle\psi,SA\psi\rangle$. The proof computes this derivative as `hd` and concludes that the function is constant.

For a propagation with a fixed Hamiltonian and fixed overlap in a finite basis, the quantity to monitor is thus $\langle\psi,S\psi\rangle$; a drifting $\|\psi\|^2$ need not signal a faulty integrator. The theorem takes $A$ constant, but the same computation works for a time-dependent or self-consistent Hamiltonian, provided that $S$ is fixed and $SA$ is symmetric at each time. If the overlap moves with the atoms, the derivative gains the term $\langle\psi,S'\psi\rangle$, and the argument no longer applies as it stands.

## A two-orbital example

```lean
/-- A non-Hermitian operator on two orbitals. -/
def refA : EuclideanSpace ℂ (Fin 2) →L[ℂ] EuclideanSpace ℂ (Fin 2) :=
  Matrix.toEuclideanCLM (n := Fin 2) (𝕜 := ℂ) !![0, 1; 0, 1]
```

This is the matrix $A=\begin{pmatrix}0&1\\0&1\end{pmatrix}$, acting on $\mathbb{C}^2$ with its usual inner product.

```lean
/-- An overlap operator on two orbitals. -/
def refS : EuclideanSpace ℂ (Fin 2) →L[ℂ] EuclideanSpace ℂ (Fin 2) :=
  Matrix.toEuclideanCLM (n := Fin 2) (𝕜 := ℂ) !![1, -1; -1, 2]
```

The overlap is $S=\begin{pmatrix}1&-1\\-1&2\end{pmatrix}$. It is positive definite, since its trace is 3 and its determinant is 1. Multiplying out, $SA=\begin{pmatrix}0&0\\0&1\end{pmatrix}$.

```lean
/-- The operator `refA` has the eigenvectors `(1, 0)` and `(1, 1)` with eigenvalues 0 and 1 and
overlap 1, and both `refS` and `refS refA` are symmetric. -/
theorem refA_witness :
    refA !₂[1, 0] = ((0 : ℝ) : ℂ) • !₂[1, 0] ∧ refA !₂[1, 1] = ((1 : ℝ) : ℂ) • !₂[1, 1] ∧
    ⟪(!₂[1, 0] : EuclideanSpace ℂ (Fin 2)), !₂[1, 1]⟫_ℂ = 1 ∧
    (∀ x y, ⟪refS x, y⟫_ℂ = ⟪x, refS y⟫_ℂ) ∧
    (∀ x y, ⟪refS (refA x), y⟫_ℂ = ⟪x, refS (refA y)⟫_ℂ) := by
  have htwo : conj (2 : ℂ) = 2 := Complex.ext (by simp) (by simp)
  refine ⟨?_, ?_, ?_, fun x y => ?_, fun x y => ?_⟩
  · ext i
    fin_cases i <;> simp [refA]
  · ext i
    fin_cases i <;> simp [refA]
  · simp [PiLp.inner_apply, Fin.sum_univ_two]
  · simp [refS, PiLp.inner_apply, Matrix.ofLp_toEuclideanCLM, Matrix.mulVec, dotProduct,
      Fin.sum_univ_two]
    rw [htwo]
    ring
  · simp [refS, refA, PiLp.inner_apply, Matrix.ofLp_toEuclideanCLM, Matrix.mulVec, dotProduct,
      Fin.sum_univ_two]
    rw [htwo]
    ring

end

end NonHermitianCharge
```

The five parts of the statement supply what the earlier theorems ask of the operators and vectors: $f_1=(1,0)$ has energy 0, $f_2=(1,1)$ has energy 1, their overlap is 1, and $S$ and $SA$ are symmetric. The proof checks each part by components.

Since $\|f_1\|^2=1$ and $\|f_2\|^2=2$, the charge swings between 1 and 5. It starts at 5 and falls to one fifth of that, while $\langle\psi,S\psi\rangle$ stays at 2. With both eigenvectors normalised instead, the overlap is $1/\sqrt2$ and the charge of their sum runs between $2-\sqrt2$ and $2+\sqrt2$.

```lean
#print axioms NonHermitianCharge.eq_twoMode
#print axioms NonHermitianCharge.charge_conserved_iff
#print axioms NonHermitianCharge.overlap_charge_conserved
```

```
'NonHermitianCharge.eq_twoMode' depends on axioms: [propext, Classical.choice, Quot.sound]
'NonHermitianCharge.charge_conserved_iff' depends on axioms: [propext, Classical.choice, Quot.sound]
'NonHermitianCharge.overlap_charge_conserved' depends on axioms: [propext, Classical.choice, Quot.sound]
```
